# σ_z is odd under spin-1/2 time reversal, with expectation +1 in spin-up and −1 in its time-reversed partner

The setting is a single spin one half on ℂ², with the antilinear time-reversal map T x = U conj(x) and U = iσ_y, the real matrix `!![0, 1; -1, 0]`. The theorem `zeeman_splits` states first that σ_z U = −U conj(σ_z), which says that σ_z anticommutes with T. It also states that the matrix element ⟨x|σ_z|x⟩ is 1 for x = (1, 0) and −1 for T x = (0, −1); both vectors have unit norm, so these numbers are the expectation values. The attempt splits the conjunction into three goals, treats the matrix identity entry by entry with `ext`, `fin_cases` and one `simp` call given `Matrix.mul_apply` and `Fin.sum_univ_succ`, and treats the two expectation values by unfolding with `simp`.

This version doesn't compile in Lean 4 with Mathlib:

```lean
import Mathlib

open Matrix

namespace KramersPairNoSplitting

noncomputable section

variable {n : Type*} [Fintype n] [DecidableEq n]

/-- Entrywise complex conjugate of a matrix. -/
def conjM (M : Matrix n n ℂ) : Matrix n n ℂ := M.map star

/-- The antilinear time-reversal map `T x = U conj(x)`. -/
def timeRev (U : Matrix n n ℂ) (x : n → ℂ) : n → ℂ := U *ᵥ star x

/-- The matrix element `⟨x|V|y⟩`. -/
def elem (V : Matrix n n ℂ) (x y : n → ℂ) : ℂ := star x ⬝ᵥ V *ᵥ y

/-- The matrix `iσ_y` of spin one half. -/
def spinU : Matrix (Fin 2) (Fin 2) ℂ := !![0, 1; -1, 0]

/-- The Pauli matrix `σ_z`. -/
def sigmaZ : Matrix (Fin 2) (Fin 2) ℂ := !![1, 0; 0, -1]

/-- The operator `σ_z` obeys `V U = -U conj(V)` for `U = iσ_y`, and has expectation `1` in the
state `(1, 0)` and `-1` in its time-reversed partner. -/
theorem zeeman_splits :
    sigmaZ * spinU = -(spinU * conjM sigmaZ) ∧ elem sigmaZ ![1, 0] ![1, 0] = 1 ∧
      elem sigmaZ (timeRev spinU ![1, 0]) (timeRev spinU ![1, 0]) = -1 := by
  refine ⟨?_, ?_, ?_⟩
  · ext i j
    fin_cases i <;> fin_cases j <;>
      simp [spinU, sigmaZ, conjM, Matrix.mul_apply, Fin.sum_univ_succ]
  · simp [elem, sigmaZ, mulVec, dotProduct, Fin.sum_univ_two]
  · simp [elem, timeRev, spinU, sigmaZ, mulVec, dotProduct, Fin.sum_univ_two]

end

end KramersPairNoSplitting
```

The compiler's answer:

```
Main.lean:32:2: error: unsolved goals
case refine_1.«0».«0»
⊢ (![0, 1] ᵥ* !![1, 0; 0, -1].map ⇑(starRingEnd ℂ)) 0 = 0

case refine_1.«0».«1»
⊢ 1 = -(![0, 1] ᵥ* !![1, 0; 0, -1].map ⇑(starRingEnd ℂ)) 1

case refine_1.«1».«0»
⊢ 1 = -(![-1, 0] ᵥ* !![1, 0; 0, -1].map ⇑(starRingEnd ℂ)) 0

case refine_1.«1».«1»
⊢ (![-1, 0] ᵥ* !![1, 0; 0, -1].map ⇑(starRingEnd ℂ)) 1 = 0
```

Diagnosis. The single error lists the four entries of the matrix identity, all left open; the two expectation values raise no message. In each goal the left side σ_z U, a product of two literal matrices, has been evaluated (0, 1, 1, 0), and where it is 0 the minus sign has been dropped. On the right, `simp` put `spinU * conjM sigmaZ` into another form: a row of U, `![0, 1]` or `![-1, 0]`, multiplied by `ᵥ*` into `!![1, 0; 0, -1].map ⇑(starRingEnd ℂ)`. No matrix product remains for `Matrix.mul_apply` to match, the mapped matrix is not a literal, and `vecMul` was not among the definitions supplied, so the conjugation never reaches individual entries.

The repair removes the map first. In `hc` no product occurs, so `simp` evaluates the conjugate at each entry and proves `conjM sigmaZ = sigmaZ`. After `rw [hc]`, `unfold` exposes the literals, which `Matrix.mul_fin_two` needs in order to match; it is rewritten twice, once per product. What remains is an equation between a literal matrix and the negative of another, which `ext`, `fin_cases` and plain `simp` close by arithmetic.

The mended proof, as a diff:

```diff
@@ -30,7 +30,12 @@
       elem sigmaZ (timeRev spinU ![1, 0]) (timeRev spinU ![1, 0]) = -1 := by
   refine ⟨?_, ?_, ?_⟩
-  · ext i j
-    fin_cases i <;> fin_cases j <;>
-      simp [spinU, sigmaZ, conjM, Matrix.mul_apply, Fin.sum_univ_succ]
+  · have hc : conjM sigmaZ = sigmaZ := by
+      ext i j
+      fin_cases i <;> fin_cases j <;> simp [sigmaZ, conjM]
+    rw [hc]
+    unfold spinU sigmaZ
+    rw [Matrix.mul_fin_two, Matrix.mul_fin_two]
+    ext i j
+    fin_cases i <;> fin_cases j <;> simp
   · simp [elem, sigmaZ, mulVec, dotProduct, Fin.sum_univ_two]
   · simp [elem, timeRev, spinU, sigmaZ, mulVec, dotProduct, Fin.sum_univ_two]
```
